# The high-temperature limit of the Fermi level at fixed filling

A band-structure calculation with Fermi-Dirac smearing ends with a finite list of one-electron levels, each carrying a weight from the Brillouin-zone sampling, and the chemical potential is adjusted until the occupations add up to the required number of electrons. When the temperature greatly exceeds the spread of the levels, all occupations become nearly equal, and their common value must be the filled fraction. The question is where the chemical potential then lies, and what it still remembers of the spectrum.

## The claim

Let $e_i$ be finitely many levels, at least one, with weights $w_i>0$ and total weight $W=\sum_i w_i$. The temperature $T>0$ is measured in energy units, so Boltzmann's constant is 1. At chemical potential $\mu$ a level $\varepsilon$ has occupation $f(\varepsilon)$, and the electron count is $N$:
$$f(\varepsilon)=\frac{1}{1+e^{(\varepsilon-\mu)/T}},\qquad N=\sum_i w_i f(e_i).$$
Fix a filling $0<\nu<1$ and define
$$L=\log\frac{\nu}{1-\nu},\qquad \delta=\mu-TL,\qquad \bar e=\frac{\sum_i w_ie_i}{W}.$$
If $\mu(T)$ gives $N=\nu W$ at every $T>0$, then $\delta(T)\to\bar e$ as $T\to\infty$. More precisely, if $|e_i-e_j|\le D$ for all $i,j$ and $T\ge D$, then $|\delta-\bar e|\le 9D^2/T$, with a constant that depends neither on $\nu$ nor on the weights.

For a fixed, finite list of non-interacting levels, this locates the root that a Fermi-level search must find at large smearing, namely within $9D^2/T$ of $\bar e+TL$.

## Derivation

**Step 1: an exact rewriting.** Put $x=(\varepsilon-\delta)/T=(\varepsilon-\mu)/T+L$ and $y=e^{(\varepsilon-\mu)/T}$, so that $e^x=y\nu/(1-\nu)$. Define the response
$$g(x)=\frac{e^x-1}{\nu+(1-\nu)e^x}.$$
Its denominator equals $\nu+\nu y=\nu(1+y)$, hence
$$\nu(1-\nu)g(x)=\frac{\nu y-(1-\nu)}{1+y},\qquad \nu-\nu(1-\nu)g(x)=\frac{\nu+\nu y-\nu y+1-\nu}{1+y}=f(\varepsilon).$$
With $x_i=(e_i-\delta)/T$, the weighted sum over levels gives $N=\nu W-\nu(1-\nu)\sum_i w_ig(x_i)$. Since $\nu(1-\nu)\neq0$, the condition $N=\nu W$ is equivalent to $\sum_i w_ig(x_i)=0$.

**Step 2: two properties of $g$.** The denominator is positive, so $g(x)$ has the sign of $e^x-1$, which is the sign of $x$. Over the common denominator,
$$g(x)-x=\frac{(e^x-1-x)-(1-\nu)\,x\,(e^x-1)}{\nu+(1-\nu)e^x}.$$
For $|x|\le1$ the exponential series gives $|e^x-1-x|\le(e-2)x^2\le x^2$ and $|e^x-1|\le(e-1)|x|\le2|x|$, so the numerator is at most $x^2+2x^2=3x^2$ in absolute value. The denominator is a weighted average of $1$ and $e^x\ge e^{-1}>1/3$, so it is at least $1/3$. Therefore $|g(x)-x|\le9x^2$.

**Step 3: $\delta$ stays near the levels.** Suppose $e_i-\delta<-D$ for some $i$. Then $e_j-\delta=(e_j-e_i)+(e_i-\delta)<0$ for every $j$, all $g(x_j)$ are negative, and their weighted sum is negative instead of zero. The case $e_i-\delta>D$ makes every term positive in the same way. So $|e_i-\delta|\le D$, and $|x_i|\le D/T\le1$ when $T\ge D$.

**Step 4: linearisation.** Because $\sum_iw_ig(x_i)=0$,
$$\sum_iw_i\,[g(x_i)-x_i]=-\frac{\sum_iw_ie_i-\delta W}{T}=(\delta-\bar e)\frac WT .$$
Each term on the left is at most $9w_i(D/T)^2$ in absolute value. Thus $|\delta-\bar e|\,W/T\le9W(D/T)^2$, and dividing by $W/T>0$ gives $|\delta-\bar e|\le9D^2/T$.

**Step 5: limits.** A finite list has some bound $D$, and $9D^2/T\to0$, so $\delta(T)\to\bar e$. Then $\mu/T=\delta/T+L\to L$. At $\nu=1/2$ one has $L=0$, and $\mu$ itself tends to $\bar e$. For a single level $e_i$ the choice $D=0$ is allowed, and the bound says $\mu=e_i+TL$ exactly at every $T>0$.

## The model in Lean

The levels are labelled by a finite type `ι`, whose elements stand for the index $i$, for example pairs of a band and a sampling point.

```lean
import Mathlib

open Filter Topology

namespace FermiHighTemperature

noncomputable section

variable {ι : Type*} [Fintype ι]
```

The occupation `fermi T μ ε` is $f(\varepsilon)$. It lies between 0 and 1, so a spin degeneracy has to be put into the weights or into the index.

```lean
/-- Fermi-Dirac occupation of a level `ε` at temperature `T` and chemical potential `μ`. -/
def fermi (T μ ε : ℝ) : ℝ := 1 / (1 + Real.exp ((ε - μ) / T))
```

Levels and weights are functions `e w : ι → ℝ`, and `count e w T μ` is $N$. The functions depend on neither `T` nor `μ`, which excludes a self-consistent response of the levels to the occupations.

```lean
/-- Electron count: weighted sum of the Fermi-Dirac occupations of the levels `e`. -/
def count (e w : ι → ℝ) (T μ : ℝ) : ℝ := ∑ i, w i * fermi T μ (e i)
```

The quantity $\delta$ is `shift ν T μ`, with `Real.log` the natural logarithm.

```lean
/-- Chemical potential with the filling term `T log (ν / (1 - ν))` removed. -/
def shift (ν T μ : ℝ) : ℝ := μ - T * Real.log (ν / (1 - ν))
```

The mean $\bar e$ is `meanLevel e w`. The weights are not normalised in the code; the division by $W$ makes the mean that of the normalised weights $w_i/W$. Lean assigns the value 0 to a quotient with $W=0$, but every theorem about the mean has a nonempty index type and positive weights, so $W>0$ there.

```lean
/-- Weighted mean of the levels. -/
def meanLevel (e w : ι → ℝ) : ℝ := (∑ i, w i * e i) / ∑ i, w i
```

The function $g$ is `response ν`.

```lean
/-- Response function `(exp x - 1) / (ν + (1 - ν) exp x)` of a reduced energy `x` at
filling `ν`. -/
def response (ν x : ℝ) : ℝ := (Real.exp x - 1) / (ν + (1 - ν) * Real.exp x)
```

## The exact rewriting

`fermi_eq` is the identity of Step 1, for any $\mu$ and $\varepsilon$, under `0 < T`, `0 < ν` and `ν < 1`. In the proof `hx` states $x=(\varepsilon-\mu)/T+L$; rewriting with `Real.exp_add` and `Real.exp_log` turns $e^x$ into $y\nu/(1-\nu)$; `generalize` introduces the name `y`; and `hd` evaluates the denominator as $\nu(1+y)$. What remains is the algebra done by hand above.

```lean
/-- The occupation equals `ν` minus `ν (1 - ν)` times the response at the level energy
measured from the shifted chemical potential in units of `T`. -/
theorem fermi_eq {T ν : ℝ} (hT : 0 < T) (h0 : 0 < ν) (h1 : ν < 1) (μ ε : ℝ) :
    fermi T μ ε = ν - ν * (1 - ν) * response ν ((ε - shift ν T μ) / T) := by
  have h2 : 0 < 1 - ν := sub_pos.2 h1
  have hx : (ε - shift ν T μ) / T = (ε - μ) / T + Real.log (ν / (1 - ν)) := by
    unfold shift
    field_simp
    ring
  unfold fermi response
  rw [hx, Real.exp_add, Real.exp_log (div_pos h0 h2)]
  have hy : 0 < Real.exp ((ε - μ) / T) := Real.exp_pos _
  generalize Real.exp ((ε - μ) / T) = y at hy ⊢
  have hd : ν + (1 - ν) * (y * (ν / (1 - ν))) = ν * (1 + y) := by
    field_simp
  rw [hd]
  field_simp
  ring
```

`count_iff` sums this over levels. The statement `h` is $N=\nu W-\nu(1-\nu)\sum_iw_ig(x_i)$, proved term by term, and `hp` supplies $\nu(1-\nu)\ne0$. The equivalence holds for weights of any sign, under the same conditions on `T` and `ν` as `fermi_eq`.

```lean
/-- The count equals `ν` times the total weight exactly when the weighted responses of
the levels sum to zero. -/
theorem count_iff (e w : ι → ℝ) {T ν : ℝ} (hT : 0 < T) (h0 : 0 < ν) (h1 : ν < 1) (μ : ℝ) :
    count e w T μ = ν * ∑ i, w i ↔
      ∑ i, w i * response ν ((e i - shift ν T μ) / T) = 0 := by
  have h : count e w T μ = ν * ∑ i, w i
      - ν * (1 - ν) * ∑ i, w i * response ν ((e i - shift ν T μ) / T) := by
    unfold count
    rw [Finset.mul_sum, Finset.mul_sum, ← Finset.sum_sub_distrib]
    refine Finset.sum_congr rfl fun i _ => ?_
    rw [fermi_eq hT h0 h1]
    ring
  have hp : ν * (1 - ν) ≠ 0 := (mul_pos h0 (sub_pos.2 h1)).ne'
  rw [h, sub_eq_self, mul_eq_zero, or_iff_right hp]
```

## The response function

For $0<\nu<1$, `response_sign` gives both equivalences, $g(x)>0\iff x>0$ and $g(x)<0\iff x<0$. After clearing the positive denominator `hd`, they reduce to `a` and `b`, the comparisons of $e^x$ with $e^0=1$.

```lean
/-- The response has the sign of the reduced energy. -/
theorem response_sign {ν : ℝ} (h0 : 0 < ν) (h1 : ν < 1) (x : ℝ) :
    (0 < response ν x ↔ 0 < x) ∧ (response ν x < 0 ↔ x < 0) := by
  have hd : 0 < ν + (1 - ν) * Real.exp x :=
    add_pos h0 (mul_pos (sub_pos.2 h1) (Real.exp_pos _))
  have a : 1 < Real.exp x ↔ 0 < x := by rw [← Real.exp_zero]; exact Real.exp_lt_exp
  have b : Real.exp x < 1 ↔ x < 0 := by rw [← Real.exp_zero]; exact Real.exp_lt_exp
  unfold response
  rw [lt_div_iff₀ hd, div_lt_iff₀ hd, zero_mul, sub_pos, sub_neg]
  exact ⟨a, b⟩
```

`response_sub_le` is the quadratic estimate, valid on the closed range $0\le\nu\le1$. A decimal lower bound on $e^{-1}$, `Real.exp_neg_one_gt_d9`, yields `hy`, which is $e^x\ge1/3$, and `hd` carries this over to the denominator. The fraction of Step 2 is `heq`. The two series estimates come from Mathlib as `Real.abs_exp_sub_one_sub_id_le` and `Real.abs_exp_sub_one_le`; `h4` absorbs the factor $1-\nu\le1$, and `h5` is the triangle inequality for the numerator. The last line compares $3x^2$ with $9x^2$ times a denominator of at least $1/3$.

```lean
/-- For `|x| ≤ 1` and any filling in `[0, 1]` the response differs from `x` by at most
`9 x ^ 2`. -/
theorem response_sub_le {ν x : ℝ} (h0 : 0 ≤ ν) (h1 : ν ≤ 1) (hx : |x| ≤ 1) :
    |response ν x - x| ≤ 9 * x ^ 2 := by
  have hy : 1 / 3 ≤ Real.exp x := by
    have h := Real.exp_le_exp.2 (abs_le.1 hx).1
    have h' := Real.exp_neg_one_gt_d9
    linarith
  have hd : 1 / 3 ≤ ν + (1 - ν) * Real.exp x := by
    nlinarith [mul_nonneg (sub_nonneg.2 h1) (sub_nonneg.2 hy)]
  have hd' : 0 < ν + (1 - ν) * Real.exp x := by linarith
  have heq : response ν x - x = ((Real.exp x - 1 - x) - (1 - ν) * (x * (Real.exp x - 1)))
      / (ν + (1 - ν) * Real.exp x) := by
    rw [eq_div_iff hd'.ne', response, sub_mul, div_mul_cancel₀ _ hd'.ne']
    ring
  -- Taylor bounds for the two terms of the numerator
  have h2 := Real.abs_exp_sub_one_sub_id_le hx
  have h3 : |x * (Real.exp x - 1)| ≤ 2 * x ^ 2 := by
    rw [abs_mul]
    calc |x| * |Real.exp x - 1| ≤ |x| * (2 * |x|) :=
          mul_le_mul_of_nonneg_left (Real.abs_exp_sub_one_le hx) (abs_nonneg x)
      _ = 2 * x ^ 2 := by rw [← sq_abs x]; ring
  have h4 : |(1 - ν) * (x * (Real.exp x - 1))| ≤ 2 * x ^ 2 := by
    rw [abs_mul, abs_of_nonneg (sub_nonneg.2 h1)]
    nlinarith [mul_nonneg h0 (abs_nonneg (x * (Real.exp x - 1)))]
  have h5 := abs_sub (Real.exp x - 1 - x) ((1 - ν) * (x * (Real.exp x - 1)))
  rw [heq, abs_div, abs_of_pos hd', div_le_iff₀ hd']
  nlinarith [mul_nonneg (sq_nonneg x) (sub_nonneg.2 hd)]
```

## Existence of a Fermi level

The limit theorems assume a solution $\mu(T)$ at each temperature, and `exists_fermi_level` shows that there is one for every $T>0$ and $0<\nu<1$, even with merely nonnegative weights. Take $B\ge|e_i|$ for all $i$ and consider $F(\delta)=\sum_iw_ig((e_i-\delta)/T)$, which is continuous (`hf`). At $\delta=B$ every argument is nonpositive, so $F(B)\le0$ (`ha`); at $\delta=-B$ every argument is nonnegative, so $F(-B)\ge0$ (`hb`). The intermediate value theorem, `intermediate_value_univ`, gives a zero $\delta$, and $\mu=\delta+TL$ has the right count by `count_iff`. For positive weights and at least one level the solution is also unique, because $N$ increases strictly with $\mu$; the theorem does not state this, and the later results do not need it.

```lean
/-- For nonnegative weights, `T > 0` and `0 < ν < 1` some chemical potential gives the
count `ν` times the total weight. -/
theorem exists_fermi_level (e w : ι → ℝ) (hw : ∀ i, 0 ≤ w i) {T ν : ℝ} (hT : 0 < T)
    (h0 : 0 < ν) (h1 : ν < 1) : ∃ μ, count e w T μ = ν * ∑ i, w i := by
  obtain ⟨B, hB⟩ := (Set.finite_range fun i => |e i|).bddAbove
  have hB' : ∀ i, -B ≤ e i ∧ e i ≤ B := fun i => abs_le.1 (hB ⟨i, rfl⟩)
  have hc : Continuous (response ν) :=
    Continuous.div (f := fun x => Real.exp x - 1) (g := fun x => ν + (1 - ν) * Real.exp x)
      (by fun_prop) (by fun_prop)
      fun x => (add_pos h0 (mul_pos (sub_pos.2 h1) (Real.exp_pos x))).ne'
  have hf : Continuous fun δ : ℝ => ∑ i, w i * response ν ((e i - δ) / T) := by fun_prop
  have ha : ∑ i, w i * response ν ((e i - B) / T) ≤ 0 :=
    Finset.sum_nonpos fun i _ => mul_nonpos_of_nonneg_of_nonpos (hw i) (not_lt.1 fun h =>
      absurd ((response_sign h0 h1 _).1.1 h)
        (not_lt.2 (div_nonpos_of_nonpos_of_nonneg (sub_nonpos.2 (hB' i).2) hT.le)))
  have hb : 0 ≤ ∑ i, w i * response ν ((e i - -B) / T) :=
    Finset.sum_nonneg fun i _ => mul_nonneg (hw i) (not_lt.1 fun h =>
      absurd ((response_sign h0 h1 _).2.1 h)
        (not_lt.2 (div_nonneg (sub_nonneg.2 (hB' i).1) hT.le)))
  obtain ⟨δ, hδ⟩ := intermediate_value_univ B (-B) hf ⟨ha, hb⟩
  refine ⟨δ + T * Real.log (ν / (1 - ν)), (count_iff e w hT h0 h1 _).2 ?_⟩
  have hs : shift ν T (δ + T * Real.log (ν / (1 - ν))) = δ := by simp [shift]
  rw [hs]
  exact hδ
```

## The rate

From here on `ι` is nonempty. `shift_sub_mean_le` reads: for positive weights (`hw`), positive temperature, $0<\nu<1$, all level differences at most $D$ (`hD`), $D\le T$ (`hDT`) and count $\nu W$ (`hN`), one has $|\delta-\bar e|\le9D^2/T$. The number $D$ may be any bound on the differences, the smallest being the width of the spectrum.

The proof converts `hN` into `hs`, the vanishing of the weighted responses, and then treats the shift as a plain number `δ`. Step 3 is `hδ`: each of its two branches assumes that one inequality fails and finds the sum strictly negative or strictly positive, which uses both the strict positivity of the weights and the presence of a level. The per-level error $9w_i(D/T)^2$ is `hterm`, where `hDT` brings $|x_i|$ into the range of `response_sub_le`. The identity of Step 4 is `heq`, with `hlin` for the linear part, and `hsum` is the triangle inequality over levels. The common factor $W/T$ is cancelled at the end.

```lean
variable [Nonempty ι]

/-- If all level differences are at most `D ≤ T` and the count is `ν` times the total
weight, the shifted chemical potential is within `9 D ^ 2 / T` of the mean level. -/
theorem shift_sub_mean_le (e w : ι → ℝ) (hw : ∀ i, 0 < w i) {T ν μ D : ℝ} (hT : 0 < T)
    (h0 : 0 < ν) (h1 : ν < 1) (hD : ∀ i j, |e i - e j| ≤ D) (hDT : D ≤ T)
    (hN : count e w T μ = ν * ∑ i, w i) :
    |shift ν T μ - meanLevel e w| ≤ 9 * D ^ 2 / T := by
  have hs := (count_iff e w hT h0 h1 μ).1 hN
  generalize shift ν T μ = δ at hs ⊢
  have hW : 0 < ∑ i, w i := Finset.sum_pos (fun i _ => hw i) Finset.univ_nonempty
  -- the responses cannot all have the same strict sign
  have hδ : ∀ i, |e i - δ| ≤ D := by
    intro i
    rw [abs_le]
    constructor
    · by_contra h
      have : ∑ j, w j * response ν ((e j - δ) / T) < ∑ _j : ι, (0 : ℝ) :=
        Finset.sum_lt_sum_of_nonempty Finset.univ_nonempty fun j _ =>
          mul_neg_of_pos_of_neg (hw j) ((response_sign h0 h1 _).2.2
            (div_neg_of_neg_of_pos (by linarith [(abs_le.1 (hD j i)).2, not_le.1 h]) hT))
      rw [Finset.sum_const_zero] at this
      linarith
    · by_contra h
      have : 0 < ∑ j, w j * response ν ((e j - δ) / T) :=
        Finset.sum_pos (fun j _ => mul_pos (hw j) ((response_sign h0 h1 _).1.2
          (div_pos (by linarith [(abs_le.1 (hD i j)).2, not_le.1 h]) hT)))
          Finset.univ_nonempty
      linarith
  -- linearisation error of each level
  have hterm : ∀ i, |w i * (response ν ((e i - δ) / T) - (e i - δ) / T)|
      ≤ w i * (9 * (D / T) ^ 2) := by
    intro i
    have hx : |(e i - δ) / T| ≤ D / T := by
      rw [abs_div, abs_of_pos hT]
      exact div_le_div_of_nonneg_right (hδ i) hT.le
    have hr := response_sub_le h0.le h1.le (hx.trans ((div_le_one hT).2 hDT))
    have hq : ((e i - δ) / T) ^ 2 ≤ (D / T) ^ 2 := by
      rw [← sq_abs ((e i - δ) / T)]
      exact pow_le_pow_left₀ (abs_nonneg _) hx 2
    rw [abs_mul, abs_of_pos (hw i)]
    exact mul_le_mul_of_nonneg_left (by linarith) (hw i).le
  have hlin : ∑ i, w i * ((e i - δ) / T) = ((∑ i, w i * e i) - δ * ∑ i, w i) / T := by
    rw [Finset.mul_sum, ← Finset.sum_sub_distrib, Finset.sum_div]
    exact Finset.sum_congr rfl fun i _ => by ring
  have heq : ∑ i, w i * (response ν ((e i - δ) / T) - (e i - δ) / T)
      = (δ - meanLevel e w) * ((∑ i, w i) / T) := by
    simp only [mul_sub, Finset.sum_sub_distrib]
    rw [hs, hlin, meanLevel]
    field_simp
    ring
  have hsum := (Finset.abs_sum_le_sum_abs _ _).trans
    (Finset.sum_le_sum fun i (_ : i ∈ Finset.univ) => hterm i)
  rw [heq, abs_mul, abs_of_pos (div_pos hW hT), ← Finset.sum_mul] at hsum
  refine le_of_mul_le_mul_right (hsum.trans (le_of_eq ?_)) (div_pos hW hT)
  ring
```

Step 3 also gives $|\delta-\bar e|\le D$ at every $T>0$, because $\bar e$ is a weighted average of the levels. For $D>0$ the upper bound $9D^2/T$ is smaller than this one only when $T>9D$, which says nothing about how large the actual difference is. The constant 9 is a convenient value and is not claimed to be optimal.

## The limits

In `shift_tendsto_mean` the weights are again positive, and the chemical potential is a function `μ : ℝ → ℝ` of temperature. The only thing assumed of it is `hN`, the count condition at each $T>0$; continuity is not required, and its values at $T\le0$ play no role. The conclusion, with `atTop` for $T\to\infty$ and `𝓝 (meanLevel e w)` for convergence to $\bar e$, is the claim $\delta(T)\to\bar e$. The proof takes `D` as an upper bound of the finitely many differences, and `squeeze_zero'` traps $|\delta-\bar e|$ between 0 and $9D^2/T$. The line with `filter_upwards` restricts to $T>0$ and $T\ge D$, where the rate applies.

```lean
/-- High-temperature limit: at fixed filling `0 < ν < 1`, `μ T - T log (ν / (1 - ν))`
tends to the weighted mean level as `T → ∞`. -/
theorem shift_tendsto_mean (e w : ι → ℝ) (hw : ∀ i, 0 < w i) {ν : ℝ} (h0 : 0 < ν)
    (h1 : ν < 1) (μ : ℝ → ℝ) (hN : ∀ T, 0 < T → count e w T (μ T) = ν * ∑ i, w i) :
    Tendsto (fun T => shift ν T (μ T)) atTop (𝓝 (meanLevel e w)) := by
  obtain ⟨D, hD⟩ := (Set.finite_range fun p : ι × ι => |e p.1 - e p.2|).bddAbove
  rw [tendsto_iff_norm_sub_tendsto_zero]
  refine squeeze_zero' (g := fun T => 9 * D ^ 2 / T)
    (Eventually.of_forall fun _ => norm_nonneg _) ?_ (tendsto_const_nhds.div_atTop tendsto_id)
  filter_upwards [eventually_gt_atTop 0, eventually_ge_atTop D] with T hT hDT
  exact shift_sub_mean_le e w hw hT h0 h1 (fun i j => hD ⟨(i, j), rfl⟩) hDT (hN T hT)
```

The list of levels is finite by assumption. An unbounded spectrum has no such $D$ and is not covered, and for a truncated list of bands both $\bar e$ and the filling $\nu=N/W$ refer to the levels that were kept. The endpoints $\nu=0$ and $\nu=1$ are excluded.

`mu_div_tendsto` states $\mu(T)/T\to L$ under the same hypotheses. A convergent numerator over a denominator tending to infinity gives $\delta/T\to0$ (`div_atTop`); adding $L$ and using $\delta/T+L=\mu/T$ for $T>0$ finishes the argument. The limiting slope $L$ is positive above half filling and negative below.

```lean
/-- At fixed filling `0 < ν < 1` the ratio `μ T / T` tends to `log (ν / (1 - ν))` as
`T → ∞`. -/
theorem mu_div_tendsto (e w : ι → ℝ) (hw : ∀ i, 0 < w i) {ν : ℝ} (h0 : 0 < ν)
    (h1 : ν < 1) (μ : ℝ → ℝ) (hN : ∀ T, 0 < T → count e w T (μ T) = ν * ∑ i, w i) :
    Tendsto (fun T => μ T / T) atTop (𝓝 (Real.log (ν / (1 - ν)))) := by
  have h := ((shift_tendsto_mean e w hw h0 h1 μ hN).div_atTop tendsto_id).add_const
    (Real.log (ν / (1 - ν)))
  rw [zero_add] at h
  refine h.congr' ?_
  filter_upwards [eventually_gt_atTop 0] with T hT
  simp only [shift, id]
  rw [sub_div, mul_div_cancel_left₀ _ hT.ne', sub_add_cancel]
```

`half_filling_tendsto` is the case $\nu=1/2$, in which $\log1=0$ makes the shift equal to $\mu$, so that $\mu(T)\to\bar e$.

```lean
/-- At half filling the chemical potential itself tends to the weighted mean level as
`T → ∞`. -/
theorem half_filling_tendsto (e w : ι → ℝ) (hw : ∀ i, 0 < w i) (μ : ℝ → ℝ)
    (hN : ∀ T, 0 < T → count e w T (μ T) = 1 / 2 * ∑ i, w i) :
    Tendsto μ atTop (𝓝 (meanLevel e w)) := by
  refine (shift_tendsto_mean e w hw (by norm_num) (by norm_num) μ hN).congr fun T => ?_
  norm_num [shift]

end

end FermiHighTemperature
```

```lean
#print axioms FermiHighTemperature.exists_fermi_level
#print axioms FermiHighTemperature.shift_tendsto_mean
#print axioms FermiHighTemperature.mu_div_tendsto
#print axioms FermiHighTemperature.half_filling_tendsto
```

```
'FermiHighTemperature.exists_fermi_level' depends on axioms: [propext, Classical.choice, Quot.sound]
'FermiHighTemperature.shift_tendsto_mean' depends on axioms: [propext, Classical.choice, Quot.sound]
'FermiHighTemperature.mu_div_tendsto' depends on axioms: [propext, Classical.choice, Quot.sound]
'FermiHighTemperature.half_filling_tendsto' depends on axioms: [propext, Classical.choice, Quot.sound]
```
